# The Berry curvature of normalised states as -2 Im ⟨D_v u, D_w u⟩, with D the covariant derivative

The theorem `curvature_eq_covariant` concerns a twice continuously differentiable family of normalised states u in a complex inner product space, with parameters in a real normed space. It says that the Berry curvature, the curl of the connection i⟨u, ∂_v u⟩, equals -2 Im ⟨D_v u, D_w u⟩ at every point and for every pair of directions v, w. Here D_v u is ∂_v u with its component along u, ⟨u, ∂_v u⟩ u, taken away. The proof starts from the same formula with ordinary derivatives, `curvature_eq`, and shows that passing to D changes the overlap only by a real number. For this it needs ⟨u, ∂_a u⟩ to be purely imaginary for every direction a, which it tries to get by differentiating ⟨u, u⟩ = 1.

An attempt in Lean 4 with a fault in it:

```lean
import Mathlib

open scoped ComplexConjugate

namespace BerryCurvature

noncomputable section

variable {V E : Type*} [NormedAddCommGroup V] [NormedSpace ℝ V]
  [NormedAddCommGroup E] [InnerProductSpace ℂ E]

/-- The Berry connection `i ⟨u, ∂_v u⟩` of a family of states `u` along the parameter
direction `v`. -/
def connection (u : V → E) (v p : V) : ℂ :=
  Complex.I * inner ℂ (u p) (fderiv ℝ u p v)

/-- The curl `∂_v A_w - ∂_w A_v` of the connection `A_v = i ⟨u, ∂_v u⟩`. For a smooth family of
normalised states this is the Berry curvature. -/
def curvature (u : V → E) (v w p : V) : ℂ :=
  fderiv ℝ (connection u w) p v - fderiv ℝ (connection u v) p w

/-- The component of `∂_v u` left after subtracting `⟨u, ∂_v u⟩ u`. -/
def covariantDeriv (u : V → E) (v p : V) : E :=
  fderiv ℝ u p v - (inner ℂ (u p) (fderiv ℝ u p v) : ℂ) • u p

/-- The tangent vector `∂_w u` of a twice continuously differentiable family is itself
differentiable, and its derivative is the second derivative of `u` with `w` as the inner direction.
-/
theorem hasFDerivAt_tangent {u : V → E} (hu : ContDiff ℝ 2 u) (w p : V) :
    HasFDerivAt (fun q => fderiv ℝ u q w)
      ((ContinuousLinearMap.apply ℝ E w).comp (fderiv ℝ (fderiv ℝ u) p)) p := by
  have hd : Differentiable ℝ (fderiv ℝ u) :=
    (hu.fderiv_right (m := 1) one_add_one_eq_two.le).differentiable (by norm_num)
  exact (ContinuousLinearMap.apply ℝ E w).hasFDerivAt.comp p (hd p).hasFDerivAt

/-- Product rule for the connection:
`∂_v A_w = i (⟨u, ∂_v ∂_w u⟩ + ⟨∂_v u, ∂_w u⟩)`. -/
theorem fderiv_connection {u : V → E} (hu : ContDiff ℝ 2 u) (v w p : V) :
    fderiv ℝ (connection u w) p v =
      Complex.I * (inner ℂ (u p) (fderiv ℝ (fderiv ℝ u) p v w) +
        inner ℂ (fderiv ℝ u p v) (fderiv ℝ u p w)) := by
  have h1 : DifferentiableAt ℝ u p := hu.differentiable (by norm_num) p
  have h2 := hasFDerivAt_tangent hu w p
  change fderiv ℝ (fun q => Complex.I * inner ℂ (u q) (fderiv ℝ u q w)) p v = _
  rw [fderiv_const_mul (h1.inner ℂ h2.differentiableAt), smul_apply,
    fderiv_inner_apply ℂ h1 h2.differentiableAt, h2.fderiv]
  rfl

/-- For a twice continuously differentiable family, `curvature` equals `-2 Im ⟨∂_v u, ∂_w u⟩` at
every point and for every pair of parameter directions. -/
theorem curvature_eq {u : V → E} (hu : ContDiff ℝ 2 u) (v w p : V) :
    curvature u v w p =
      ((-2 * (inner ℂ (fderiv ℝ u p v) (fderiv ℝ u p w) : ℂ).im : ℝ) : ℂ) := by
  -- mixed second derivatives commute
  have hs : fderiv ℝ (fderiv ℝ u) p v w = fderiv ℝ (fderiv ℝ u) p w v :=
    (hu.contDiffAt.isSymmSndFDerivAt (by simp)).eq v w
  unfold curvature
  rw [fderiv_connection hu v w p, fderiv_connection hu w v p, hs,
    ← inner_conj_symm (fderiv ℝ u p w) (fderiv ℝ u p v)]
  generalize (inner ℂ (fderiv ℝ u p v) (fderiv ℝ u p w) : ℂ) = z
  generalize (inner ℂ (u p) (fderiv ℝ (fderiv ℝ u) p w v) : ℂ) = a
  apply Complex.ext <;> simp
  ring

/-- For a twice continuously differentiable family of normalised states the curvature is `-2 Im ⟨D_v
u, D_w u⟩`, where `D` is the covariant derivative. -/
theorem curvature_eq_covariant {u : V → E} (hu : ContDiff ℝ 2 u) (hn : ∀ q, ‖u q‖ = 1)
    (v w p : V) :
    curvature u v w p =
      ((-2 * (inner ℂ (covariantDeriv u v p) (covariantDeriv u w p) : ℂ).im : ℝ) : ℂ) := by
  have h1 : DifferentiableAt ℝ u p := hu.differentiable (by norm_num) p
  have huu : ∀ q, (inner ℂ (u q) (u q) : ℂ) = 1 := fun q => by
    rw [inner_self_eq_norm_sq_to_K, hn q]; simp
  -- constant norm makes the overlap of state and tangent purely imaginary
  have key : ∀ a : V, (inner ℂ (u p) (fderiv ℝ u p a) : ℂ).re = 0 := fun a => by
    have h := fderiv_inner_apply ℂ h1 h1 a
    rw [funext huu, ← inner_conj_symm (fderiv ℝ u p a) (u p)] at h
    have h' := congrArg Complex.re h
    simp at h'
    linarith
  have hD : (inner ℂ (covariantDeriv u v p) (covariantDeriv u w p) : ℂ) =
      inner ℂ (fderiv ℝ u p v) (fderiv ℝ u p w) -
        conj (inner ℂ (u p) (fderiv ℝ u p v) : ℂ) * inner ℂ (u p) (fderiv ℝ u p w) := by
    simp only [covariantDeriv, inner_sub_left, inner_sub_right, inner_smul_left,
      inner_smul_right, huu]
    rw [← inner_conj_symm (fderiv ℝ u p v) (u p)]
    ring
  rw [curvature_eq hu, hD, Complex.sub_im, Complex.mul_im, Complex.conj_re, key v, key w]
  simp

end

end BerryCurvature
```

The error:

```
Main.lean:80:4: error: linarith failed to find a contradiction
case h1
V : Type u_1
E : Type u_2
inst✝³ : NormedAddCommGroup V
inst✝² : NormedSpace ℝ V
inst✝¹ : NormedAddCommGroup E
inst✝ : InnerProductSpace ℂ E
u : V → E
hu : ContDiff ℝ 2 u
hn : ∀ (q : V), ‖u q‖ = 1
v w p : V
h1 : DifferentiableAt ℝ u p
huu : ∀ (q : V), inner ℂ (u q) (u q) = 1
a : V
h : (fderiv ℝ (fun x => 1) p) a = inner ℂ (u p) ((fderiv ℝ u p) a) + (starRingEnd ℂ) (inner ℂ (u p) ((fderiv ℝ u p) a))
h' : 0 = (inner ℂ (u p) ((fderiv ℝ u p) a)).re + (inner ℂ ((fderiv ℝ u p) a) (u p)).re
a✝ : (inner ℂ (u p) ((fderiv ℝ u p) a)).re < 0
⊢ False
failed
```

Lean accepts the file once it reads:

```diff
@@ -77,5 +77,5 @@
     rw [funext huu, ← inner_conj_symm (fderiv ℝ u p a) (u p)] at h
     have h' := congrArg Complex.re h
-    simp at h'
+    simp [-inner_conj_symm] at h'
     linarith
   have hD : (inner ℂ (covariantDeriv u v p) (covariantDeriv u w p) : ℂ) =
```

What went wrong. The error is in `key`, the step showing that ⟨u, ∂_a u⟩ has zero real part. The `rw` before it had written ⟨∂_a u, u⟩ as the conjugate of ⟨u, ∂_a u⟩, as `h` shows, so that both terms of the product rule would have the same real part. But `inner_conj_symm` is a `simp` lemma, and it turns the conjugate of an inner product back into the inner product with its arguments swapped. The call `simp at h'` therefore undid the rewrite, leaving the real parts of ⟨u, ∂_a u⟩ and ⟨∂_a u, u⟩ in `h'`. These are equal, but `linarith` treats them as unrelated numbers, and knowing only that their sum is zero it cannot show that the first is zero.

The repair, `simp [-inner_conj_symm] at h'`, keeps `simp` from using that lemma. The conjugate stays in place until `simp` takes its real part, which is that of ⟨u, ∂_a u⟩ itself. Only one unknown is then left, and `linarith` can conclude that it is zero.
